# Added compensation charge leaves the one-atom PAW Hartree energy unchanged if it does not interact with the smooth density minus its one-centre part

If the Hartree energy depends on the shape I choose for the compensation charge, two PAW datasets for the same atom can give different energies for no physical reason. Suppose I replace one shape by another with the same multipole moments, inside the same augmentation sphere. The one-centre term is meant to remove what I added, but the Hartree energy is quadratic, so the change also has a self-energy. Does the shape drop out exactly, or only to first order? And is the ultrasoft Hartree energy, which has no such one-centre term, protected in the same way?

## The self-energy cancels in the PAW Hartree energy and remains in the ultrasoft one

In PAW the shape drops out exactly, at fixed densities, provided that the change does not interact with the mismatch between the smooth density and its one-centre part. The ultrasoft Hartree energy has no such protection.

Write (x,y) for the Coulomb interaction of two densities and H(ρ) = (ρ,ρ)/2 for the Hartree energy. Let n be the smooth density, n1 its one-centre part, a the one-centre all-electron density and c the compensation charge. In common PAW notation these are ñ, ñ¹, n¹ and n̂, so n1 here is the smooth one-centre density. The two energies are

E_PAW(c) = H(n+c) − H(n1+c) + H(a)

E_US(c) = H(n+c)

Now change c to c+d. Since the interaction is symmetric,

H(ρ+d) = H(ρ) + (ρ,d) + H(d).

Using this for ρ = n+c and for ρ = n1+c gives

E_PAW(c+d) − E_PAW(c)
= (n+c,d) + H(d) − (n1+c,d) − H(d)
= (n−n1,d).

Both the self-energy H(d) and the interaction (c,d) cancel. The energy is therefore unchanged exactly when (n−n1,d) = 0.

In the ultrasoft energy nothing is subtracted:

E_US(c±d) − E_US(c) = ±(n+c,d) + (d,d)/2.

The two changes add up to (d,d). This is positive for a positive definite interaction and d ≠ 0, so the energy rises for at least one of the two signs. For the other sign it may rise, fall or stay the same.

With many atoms, each site R has its own n1_R, a_R, c_R and d_R. Let C and D be the sums of c_R and d_R over the sites. The PAW energy changes by

(n,D) + (C,D) + H(D) − Σ_R [(n1_R,d_R) + (c_R,d_R) + H(d_R)].

If d_R interacts with neither c_S nor d_S for S ≠ R, then (C,D) = Σ_R (c_R,d_R) and H(D) = Σ_R H(d_R). If also (n−n1_R,d_R) = 0 on every site, then (n,D) = Σ_R (n1_R,d_R), and everything cancels.

### Numbers in the plane

Take the dot product as the interaction, with n = (1,1), n1 = c = d = (1,0) and a = (2,0). Then n−n1 = (0,1) does not interact with d.

| compensation charge | H(n+·) = E_US | H(n1+·) | H(a) | E_PAW |
|---|---|---|---|---|
| c−d = (0,0) | 1 | 0.5 | 2 | 2.5 |
| c = (1,0) | 2.5 | 2 | 2 | 2.5 |
| c+d = (2,0) | 5 | 4.5 | 2 | 2.5 |

The ultrasoft changes are +2.5 and −1.5, with sum 1 = (d,d).

### The Lean file

```lean
import Mathlib

open Finset

namespace CompensationCharge

noncomputable section

variable {V : Type*} [AddCommGroup V] [Module ℝ V]

/-- The Hartree energy `(ρ,ρ)/2` of a density `ρ` for the Coulomb form `B`. -/
def hartree (B : V →ₗ[ℝ] V →ₗ[ℝ] ℝ) (ρ : V) : ℝ := B ρ ρ / 2

/-- The ultrasoft Hartree energy of the smooth density `n` with compensation charge `c`. -/
def ultrasoftHartree (B : V →ₗ[ℝ] V →ₗ[ℝ] ℝ) (n c : V) : ℝ := hartree B (n + c)

/-- The PAW Hartree energy for one atom: the Hartree energy of the compensated smooth density
`n + c`, minus that of its one-centre counterpart `n1 + c`, plus that of the one-centre all-electron
density `a`. -/
def pawHartree (B : V →ₗ[ℝ] V →ₗ[ℝ] ℝ) (n n1 a c : V) : ℝ :=
  hartree B (n + c) - hartree B (n1 + c) + hartree B a

/-- The PAW Hartree energy for many atoms, with one-centre densities `n1 R`, `a R` and
compensation charge `c R` on each site `R`. -/
def pawHartreeSites {ι : Type*} [Fintype ι] (B : V →ₗ[ℝ] V →ₗ[ℝ] ℝ)
    (n : V) (n1 a c : ι → V) : ℝ :=
  hartree B (n + ∑ R, c R) - ∑ R, hartree B (n1 R + c R) + ∑ R, hartree B (a R)

/-- For a symmetric Coulomb form, adding a charge `d` to `ρ` adds their interaction and the
self-energy of `d`. -/
theorem hartree_add {B : V →ₗ[ℝ] V →ₗ[ℝ] ℝ} (hB : ∀ x y, B x y = B y x) (ρ d : V) :
    hartree B (ρ + d) = hartree B ρ + B ρ d + hartree B d := by
  simp only [hartree, map_add, LinearMap.add_apply]
  linear_combination (1 / 2) * hB d ρ

/-- For a symmetric Coulomb form, changing the compensation charge by `d` changes the PAW
Hartree energy by the interaction of `d` with `n - n1`. -/
theorem pawHartree_change {B : V →ₗ[ℝ] V →ₗ[ℝ] ℝ} (hB : ∀ x y, B x y = B y x)
    (n n1 a c d : V) :
    pawHartree B n n1 a (c + d) - pawHartree B n n1 a c = B (n - n1) d := by
  unfold pawHartree
  -- the self-energy of `d` and its interaction with `c` occur twice, with opposite signs
  rw [← add_assoc n c d, ← add_assoc n1 c d, hartree_add hB (n + c) d,
    hartree_add hB (n1 + c) d]
  simp only [map_add, map_sub, LinearMap.add_apply, LinearMap.sub_apply]
  ring

/-- For a symmetric Coulomb form, the PAW Hartree energy is unchanged by `d` exactly when `d`
does not interact with `n - n1`. -/
theorem pawHartree_invariant_iff {B : V →ₗ[ℝ] V →ₗ[ℝ] ℝ} (hB : ∀ x y, B x y = B y x)
    (n n1 a c d : V) :
    pawHartree B n n1 a (c + d) = pawHartree B n n1 a c ↔ B (n - n1) d = 0 := by
  rw [← pawHartree_change hB n n1 a c d, sub_eq_zero]

/-- The second difference of the ultrasoft Hartree energy along `d` is `(d,d)`. -/
theorem ultrasoftHartree_second_difference (B : V →ₗ[ℝ] V →ₗ[ℝ] ℝ) (n c d : V) :
    ultrasoftHartree B n (c + d) + ultrasoftHartree B n (c - d)
      - 2 * ultrasoftHartree B n c = B d d := by
  simp only [ultrasoftHartree, hartree, map_add, map_sub, LinearMap.add_apply,
    LinearMap.sub_apply]
  ring

/-- For a positive definite Coulomb form and a nonzero change `d` of the compensation charge,
the ultrasoft Hartree energy rises under `d` or under `-d`. -/
theorem ultrasoftHartree_rises {B : V →ₗ[ℝ] V →ₗ[ℝ] ℝ} (hpos : ∀ x, x ≠ 0 → 0 < B x x)
    (n c : V) {d : V} (hd : d ≠ 0) :
    ultrasoftHartree B n c < ultrasoftHartree B n (c + d) ∨
      ultrasoftHartree B n c < ultrasoftHartree B n (c - d) := by
  have h2 := ultrasoftHartree_second_difference B n c d
  have hp := hpos d hd
  by_contra h
  rw [not_or, not_lt, not_lt] at h
  linarith [h.1, h.2]

/-- Let the Coulomb form be symmetric and positive definite, and let a nonzero `d` not interact
with `n - n1`. Then the PAW Hartree energy is the same for the compensation charges `c`, `c + d`
and `c - d`, while the ultrasoft one rises from `c` to `c + d` or from `c` to `c - d`. -/
theorem paw_invariant_ultrasoft_not {B : V →ₗ[ℝ] V →ₗ[ℝ] ℝ} (hB : ∀ x y, B x y = B y x)
    (hpos : ∀ x, x ≠ 0 → 0 < B x x) (n n1 a c : V) {d : V} (hd : d ≠ 0)
    (h : B (n - n1) d = 0) :
    (pawHartree B n n1 a (c + d) = pawHartree B n n1 a c ∧
      pawHartree B n n1 a (c - d) = pawHartree B n n1 a c) ∧
    (ultrasoftHartree B n c < ultrasoftHartree B n (c + d) ∨
      ultrasoftHartree B n c < ultrasoftHartree B n (c - d)) := by
  refine ⟨⟨(pawHartree_invariant_iff hB n n1 a c d).2 h, ?_⟩,
    ultrasoftHartree_rises hpos n c hd⟩
  rw [sub_eq_add_neg c d]
  exact (pawHartree_invariant_iff hB n n1 a c (-d)).2 (by rw [map_neg, h, neg_zero])

/-- If charges on different sites do not interact, the interaction of the total charges is the
sum of the on-site interactions. -/
theorem interaction_onsite {ι : Type*} [Fintype ι] (B : V →ₗ[ℝ] V →ₗ[ℝ] ℝ) (x d : ι → V)
    (h : ∀ R S, S ≠ R → B (x S) (d R) = 0) :
    B (∑ S, x S) (∑ R, d R) = ∑ R, B (x R) (d R) := by
  rw [map_sum (B (∑ S, x S)) d univ]
  refine sum_congr rfl fun R _ => ?_
  rw [map_sum B x univ, LinearMap.sum_apply]
  exact sum_eq_single R (fun S _ hS => h R S hS) (fun hR => absurd (mem_univ R) hR)

/-- For a symmetric Coulomb form, the many-atom PAW Hartree energy is unchanged by `d R` on every
site `R` if `d R` interacts neither with `n - n1 R` nor with the compensation charges `c S` and
changes `d S` of the other sites. -/
theorem pawHartreeSites_invariant {ι : Type*} [Fintype ι] {B : V →ₗ[ℝ] V →ₗ[ℝ] ℝ}
    (hB : ∀ x y, B x y = B y x) (n : V) (n1 a c d : ι → V)
    (h : ∀ R, B (n - n1 R) (d R) = 0)
    (hc : ∀ R S, S ≠ R → B (c S) (d R) = 0)
    (hd : ∀ R S, S ≠ R → B (d S) (d R) = 0) :
    pawHartreeSites B n n1 a (fun R => c R + d R) = pawHartreeSites B n n1 a c := by
  have e1 : n + ∑ R, (c R + d R) = (n + ∑ R, c R) + ∑ R, d R := by
    rw [sum_add_distrib, add_assoc]
  have e2 : ∀ R, hartree B (n1 R + (c R + d R)) =
      hartree B (n1 R + c R) + B (n1 R + c R) (d R) + hartree B (d R) := fun R => by
    rw [← add_assoc, hartree_add hB]
  -- each total interaction reduces to on-site terms
  have hcd := interaction_onsite B c d hc
  have hdd : hartree B (∑ R, d R) = ∑ R, hartree B (d R) := by
    unfold hartree
    rw [interaction_onsite B d d hd, sum_div]
  have hn : B n (∑ R, d R) = ∑ R, B (n1 R) (d R) := by
    rw [map_sum (B n) d univ]
    refine sum_congr rfl fun R _ => ?_
    have hR := h R
    rw [map_sub, LinearMap.sub_apply] at hR
    linarith
  simp only [pawHartreeSites]
  rw [e1, hartree_add hB, hdd]
  simp only [e2, sum_add_distrib, map_add, LinearMap.add_apply, hn, hcd]
  ring

/-- The dot product on the plane, as a model Coulomb form. -/
def planeForm : (ℝ × ℝ) →ₗ[ℝ] (ℝ × ℝ) →ₗ[ℝ] ℝ :=
  LinearMap.mk₂ ℝ (fun x y => x.1 * y.1 + x.2 * y.2)
    (by intros; simp only [Prod.fst_add, Prod.snd_add]; ring)
    (by intros; simp only [Prod.smul_fst, Prod.smul_snd, smul_eq_mul]; ring)
    (by intros; simp only [Prod.fst_add, Prod.snd_add]; ring)
    (by intros; simp only [Prod.smul_fst, Prod.smul_snd, smul_eq_mul]; ring)

/-- The two standard basis vectors `(1,0)` and `(0,1)` of the plane, one for each of two sites. -/
def siteShape : Fin 2 → ℝ × ℝ := ![(1, 0), (0, 1)]

/-- The dot product on the plane is symmetric and positive definite. With `n = (1,1)` and the unit
vectors as `n1 R`, `c R` and `d R`, the densities `d R` and `n - n1 R` are nonzero and do not
interact, nor do the unit vectors of different sites. -/
theorem pawHartreeSites_witness :
    (∀ x y, planeForm x y = planeForm y x) ∧
    (∀ x, x ≠ 0 → 0 < planeForm x x) ∧
    (∀ R, siteShape R ≠ 0 ∧ ((1, 1) : ℝ × ℝ) - siteShape R ≠ 0) ∧
    (∀ R, planeForm ((1, 1) - siteShape R) (siteShape R) = 0) ∧
    (∀ R S, S ≠ R → planeForm (siteShape S) (siteShape R) = 0) := by
  refine ⟨fun x y => ?_, ?_, fun R => ?_, fun R => ?_, fun R S h => ?_⟩
  · change x.1 * y.1 + x.2 * y.2 = y.1 * x.1 + y.2 * x.2
    ring
  · rintro ⟨x, y⟩ h
    change 0 < x * x + y * y
    by_cases hx : x = 0
    · have hy : y ≠ 0 := fun hy => h (by rw [hx, hy]; rfl)
      linarith [mul_self_pos.mpr hy, mul_self_nonneg x]
    · linarith [mul_self_pos.mpr hx, mul_self_nonneg y]
  · fin_cases R <;> simp [siteShape]
  · fin_cases R <;> simp [planeForm, siteShape]
  · fin_cases R <;> fin_cases S <;> simp_all [planeForm, siteShape]

end

end CompensationCharge
```

```lean
#print axioms CompensationCharge.paw_invariant_ultrasoft_not
#print axioms CompensationCharge.pawHartreeSites_invariant
```

```
'CompensationCharge.paw_invariant_ultrasoft_not' depends on axioms: [propext, Classical.choice, Quot.sound]
'CompensationCharge.pawHartreeSites_invariant' depends on axioms: [propext, Classical.choice, Quot.sound]
```

### What the theorems say about densities

Densities are elements of a real vector space `V`, which may be infinite-dimensional, and `B` is a bilinear form on it. The hypothesis `hB` says that `B` is symmetric, as the Coulomb interaction is. The hypothesis `hpos` says that every nonzero density has positive self-interaction; it is used only for the ultrasoft rise. The factor 1/2 in `hartree` fixes the energy convention.

`pawHartree_change` gives the exact change for one atom, and `pawHartree_invariant_iff` the condition for invariance. `paw_invariant_ultrasoft_not` compares the two methods for the same nonzero `d`, assumed not to interact with `n - n1`: the PAW energy agrees at `c`, `c + d` and `c - d`, while the ultrasoft energy rises in at least one direction. `pawHartreeSites_invariant` treats a finite set of sites, where the listed conditions are sufficient.

The step left to the physics is from your two shapes to `B (n - n1) d = 0`. If they have equal multipole moments, their difference d produces no potential outside the sphere. Inside, n and n1 agree when the partial-wave expansion is complete. The interaction then vanishes; with a truncated expansion, (n−n1,d) is the difference in Hartree energy between the two shapes. For several atoms, non-overlapping spheres likewise give the conditions between sites.

For electronic-structure work, this bears on the choice of compensation shapes in PAW datasets, restricted to the Hartree term at fixed densities. Exchange-correlation and self-consistent relaxation are left out. So is the unscreening of an ultrasoft pseudopotential, which itself depends on the compensation charge, so the change in E_US alone is not the change in the total ultrasoft energy.

### From the expansion to the cancellation

`hartree_add` is the expansion of H(ρ+d); its `linear_combination` step uses symmetry to merge the two cross terms. `pawHartree_change` applies it twice, and `ring` carries out the cancellation. The invariance criterion follows by setting the difference to zero.

`ultrasoftHartree_second_difference` expands the sum of the two ultrasoft changes. `ultrasoftHartree_rises` argues by contradiction: if neither direction raised the energy, that sum could not be positive. The comparison theorem combines these results, using the criterion for `d` and for `-d`.

For many atoms, `interaction_onsite` reduces a double sum to its on-site terms. In `pawHartreeSites_invariant`, `hcd` and `hdd` apply this to (C,D) and H(D), while `hn` replaces n by n1_R site by site. The final `ring` cancels the rest.

`pawHartreeSites_witness` checks that the many-atom conditions can be met with nonzero changes and nonzero mismatches, using the dot product and one unit vector for each of two sites.
